# A two-level hybrid Hamiltonian has a gap no smaller than its one-shot estimate

## Hybrid gaps from semilocal orbitals

A semilocal density-functional calculation gives a set of orbitals and a gap between the highest occupied and the lowest empty one. A hybrid functional replaces a fraction of the semilocal exchange by exact exchange, and this changes the gap. A cheap estimate of the new gap keeps the semilocal orbitals and takes the expectation values of the hybrid Hamiltonian in them. This is first-order perturbation theory, and the result is called a one-shot gap here.

The estimate ignores the mixing of the orbitals by the hybrid correction. Does this make the gap too small or too large? If the hybrid Hamiltonian is held fixed and there are only two orbitals, the error has a definite sign, and its leading size is known. A third orbital can reverse the sign.

## The two-orbital model

Let \(\varphi_0\) and \(\varphi_1\) be real, orthonormal semilocal orbitals, the first occupied and the second empty, with energies \(\varepsilon_0\) and \(\varepsilon_1\). Their semilocal gap is \(g=\varepsilon_1-\varepsilon_0\). Let \(W\) be the exact-exchange operator minus the semilocal exchange potential, both built from the semilocal orbitals and then held fixed. With exchange fraction \(c\), the hybrid Hamiltonian is the semilocal one plus \(cW\).

Write \(W_{ij}=\langle\varphi_i|W|\varphi_j\rangle\), and set \(d=W_{11}-W_{00}\) and \(b=W_{01}\). Subtracting the constant \(\varepsilon_0+cW_{00}\) from all energies leaves every gap unchanged and gives

\[
H(c)=\begin{pmatrix}0 & cb\\ cb & g+cd\end{pmatrix}.
\]

The one-shot gap is the difference of the diagonal entries, \(g+cd\). The full gap \(G(c)\) is the upper eigenvalue minus the lower one. "Full" means that this fixed matrix is diagonalised. A self-consistent hybrid calculation would also rebuild \(W\) and the semilocal Hamiltonian from the new orbitals, and the model leaves that out.

## The main theorem in words

The theorem `oneShotGap_le_and_shortfall` says that, for \(g>0\) and any real \(d\) and \(b\),

\[
g+cd\le G(c)\quad\text{for every real }c,
\qquad
\lim_{\substack{c\to0\\ c\ne0}}\frac{G(c)-(g+cd)}{c^2}=\frac{2b^2}{g}.
\]

Its ingredients correspond to the physics as follows.

- `IsLevel H E` says that \(E\) is an eigenvalue of the real matrix \(H\) with a nonzero real eigenvector. The vector need not be normalised, and multiplicities are not counted.
- `oneShotGap H i a` is \(H_{aa}-H_{ii}\), the difference of expectation values in two normalised basis orbitals. It carries a sign, and is negative when orbital `a` has the lower expectation value.
- `hybridH g d b c` is the matrix \(H(c)\), with orbital indices `0` and `1`.
- `lowerLevel` and `upperLevel` are explicit formulas, and `hybridGap` is their difference. The theorem `isLevel_hybridH_iff` shows that these formulas give exactly the eigenvalues of \(H(c)\).
- `𝓝[≠] 0` expresses that \(c\) approaches zero through nonzero values, from either side.

The hypothesis `hg` states that the semilocal gap is positive, as for a system that is already gapped at the semilocal level. The inequality holds without it, but the limit fails for negative \(g\): the shortfall then tends to \(-2g>0\), and its quotient by \(c^2\) diverges. The numbers \(g\), \(d\) and \(b\) are inputs, and nothing here computes them from a functional.

For electronic-structure practice, the result gives the sign and the leading size of the error of a one-shot hybrid gap for one occupied and one empty orbital that mix only with each other under a fixed one-particle Hamiltonian.

## Levels from the secular equation

Abbreviate \(L=g+cd\), \(k=cb\) and \(S=\sqrt{L^2+4k^2}\). A number \(E\) is an eigenvalue when \((H-E)v=0\) has a nonzero solution \(v\), that is, when the determinant vanishes:

\[
\det(H-E)=(-E)(L-E)-k^2=E^2-LE-k^2=0 .
\]

The roots are

\[
E_\pm=\frac{L\pm S}{2},
\]

so \(G=E_+-E_-=S\). The one-shot gap and twice the coupling add in quadrature.

## Sign and size of the shortfall

Since \(4k^2\ge0\),

\[
G=\sqrt{L^2+4k^2}\ge\sqrt{L^2}=|L|\ge L ,
\]

which is the inequality. In physical terms, each orbital can mix only with the other, and the two levels repel.

For the limit, note that \(L\to g>0\) as \(c\to0\), so \(L>0\) for small \(c\) and \(S+L\) is positive. Rationalising the difference gives

\[
S-L=\frac{S^2-L^2}{S+L}=\frac{4c^2b^2}{S+L}.
\]

For \(c\ne0\), dividing by \(c^2\) leaves

\[
\frac{S-L}{c^2}=\frac{4b^2}{S+L}\longrightarrow\frac{4b^2}{g+g}=\frac{2b^2}{g}.
\]

This agrees with second-order perturbation theory, in which the lower level falls by \(c^2b^2/g\) and the upper one rises by the same amount.

## Exact cases and a bound at finite exchange

When is the one-shot gap exact? If \(S=L\), then \(L\ge0\), because a square root is never negative. Squaring gives \(L^2+4k^2=L^2\), hence \(k=0\). Conversely, if \(k=0\) and \(L\ge0\), then \(S=|L|=L\). Equality therefore holds exactly when \(cb=0\) and \(g+cd\ge0\).

There is also a bound that needs no limit. From \((S-L)^2\ge0\) and \(S^2=L^2+4k^2\),

\[
0\le S^2-2SL+L^2=2L^2+4k^2-2SL,
\]

so \((S-L)L\le2k^2\). If the one-shot gap \(L\) is positive, division gives

\[
G-L\le\frac{2(cb)^2}{g+cd}.
\]

Here \(g\) may have either sign, as long as \(g+cd\) is positive.

## A third orbital can reverse the sign

Take semilocal levels 0, 2 and 5, with the lowest orbital occupied, and let the correction couple only the two empty orbitals, by \(2c\). At \(c=1\) the matrix is

\[
\begin{pmatrix}0&0&0\\0&2&2\\0&2&5\end{pmatrix},
\]

and its determinant condition is

\[
-E\big[(2-E)(5-E)-4\big]=-E(E^2-7E+6)=-E(E-1)(E-6)=0 .
\]

The levels are 0, 1 and 6. The one-shot gap between the lowest two orbitals is 2, whereas the lowest two levels are only 1 apart. The higher empty orbital pushes the lower one down, and the occupied orbital does not move to compensate.

## The complete Lean file

```lean
import Mathlib

open Matrix Filter Topology

namespace OneShotHybridGap

noncomputable section

/-- `E` is an energy level of the real matrix `H`: some nonzero vector `v` satisfies
`H v = E v`. -/
def IsLevel {n : Type*} [Fintype n] (H : Matrix n n ℝ) (E : ℝ) : Prop :=
  ∃ v : n → ℝ, v ≠ 0 ∧ H *ᵥ v = E • v

/-- The one-shot gap between orbitals `i` and `a`: the difference of the expectation values
of `H` in these two basis orbitals, which are not relaxed. -/
def oneShotGap {n : Type*} (H : Matrix n n ℝ) (i a : n) : ℝ := H a a - H i i

/-- The two-level hybrid Hamiltonian in the basis of semilocal orbitals. The semilocal gap is `g`,
the exchange fraction is `c`, and the hybrid correction changes the difference of the diagonal
entries by `c d` and couples the orbitals by `c b`. -/
def hybridH (g d b c : ℝ) : Matrix (Fin 2) (Fin 2) ℝ :=
  !![0, c * b; c * b, g + c * d]

/-- The lower level of the two-level hybrid Hamiltonian. -/
def lowerLevel (g d b c : ℝ) : ℝ :=
  (g + c * d - √((g + c * d) ^ 2 + 4 * (c * b) ^ 2)) / 2

/-- The upper level of the two-level hybrid Hamiltonian. -/
def upperLevel (g d b c : ℝ) : ℝ :=
  (g + c * d + √((g + c * d) ^ 2 + 4 * (c * b) ^ 2)) / 2

/-- The full hybrid gap: upper level minus lower level. -/
def hybridGap (g d b c : ℝ) : ℝ := upperLevel g d b c - lowerLevel g d b c

/-- The energy levels are the zeros of the secular determinant. -/
theorem isLevel_iff_det {n : Type*} [Fintype n] [DecidableEq n]
    (H : Matrix n n ℝ) (E : ℝ) :
    IsLevel H E ↔ (H - E • (1 : Matrix n n ℝ)).det = 0 := by
  have key : ∀ v : n → ℝ, (H - E • (1 : Matrix n n ℝ)) *ᵥ v = H *ᵥ v - E • v := by
    intro v
    rw [Matrix.sub_mulVec, Matrix.smul_mulVec, Matrix.one_mulVec]
  rw [← Matrix.exists_mulVec_eq_zero_iff]
  simp only [IsLevel, key, sub_eq_zero]

/-- The two-level hybrid Hamiltonian has exactly the levels `lowerLevel` and `upperLevel`. -/
theorem isLevel_hybridH_iff (g d b c E : ℝ) :
    IsLevel (hybridH g d b c) E ↔ E = lowerLevel g d b c ∨ E = upperLevel g d b c := by
  have hs := Real.sq_sqrt (show 0 ≤ (g + c * d) ^ 2 + 4 * (c * b) ^ 2 by positivity)
  have hM : hybridH g d b c - E • (1 : Matrix (Fin 2) (Fin 2) ℝ)
      = !![-E, c * b; c * b, g + c * d - E] := by
    ext i j
    fin_cases i <;> fin_cases j <;> simp [hybridH]
  -- the secular determinant factorises
  have hdet : (!![-E, c * b; c * b, g + c * d - E] : Matrix (Fin 2) (Fin 2) ℝ).det
      = (E - lowerLevel g d b c) * (E - upperLevel g d b c) := by
    rw [Matrix.det_fin_two_of, lowerLevel, upperLevel]
    linear_combination (1 / 4) * hs
  rw [isLevel_iff_det, hM, hdet, mul_eq_zero, sub_eq_zero, sub_eq_zero]

/-- The full gap combines the one-shot gap `g + c d` and twice the coupling `c b` in
quadrature. -/
theorem hybridGap_eq (g d b c : ℝ) :
    hybridGap g d b c = √((g + c * d) ^ 2 + 4 * (c * b) ^ 2) := by
  rw [hybridGap, upperLevel, lowerLevel]
  ring

/-- The one-shot gap of the two-level model is linear in the exchange fraction. -/
theorem oneShotGap_hybridH (g d b c : ℝ) :
    oneShotGap (hybridH g d b c) 0 1 = g + c * d := by
  simp [oneShotGap, hybridH]

/-- For a positive semilocal gap `g`, the one-shot gap of the two-level model never exceeds
the full hybrid gap, and the amount by which it falls short, divided by `c ^ 2`, tends to
`2 b ^ 2 / g` as the exchange fraction `c` tends to zero through nonzero values. -/
theorem oneShotGap_le_and_shortfall {g : ℝ} (hg : 0 < g) (d b : ℝ) :
    (∀ c, oneShotGap (hybridH g d b c) 0 1 ≤ hybridGap g d b c) ∧
    Tendsto (fun c => (hybridGap g d b c - oneShotGap (hybridH g d b c) 0 1) / c ^ 2)
      (𝓝[≠] 0) (𝓝 (2 * b ^ 2 / g)) := by
  constructor
  · intro c
    rw [hybridGap_eq, oneShotGap_hybridH]
    exact (le_abs_self _).trans (Real.abs_le_sqrt (by nlinarith [sq_nonneg (c * b)]))
  · have h0 : √((g + 0 * d) ^ 2 + 4 * (0 * b) ^ 2) = g := by
      rw [show (g + 0 * d) ^ 2 + 4 * (0 * b) ^ 2 = g ^ 2 by ring, Real.sqrt_sq hg.le]
    -- the rationalised quotient is continuous at zero exchange
    have hcont : ContinuousAt (fun c : ℝ =>
        4 * b ^ 2 / (√((g + c * d) ^ 2 + 4 * (c * b) ^ 2) + (g + c * d))) 0 := by
      apply ContinuousAt.div (by fun_prop) (by fun_prop)
      show √((g + 0 * d) ^ 2 + 4 * (0 * b) ^ 2) + (g + 0 * d) ≠ 0
      rw [h0]
      apply ne_of_gt
      linarith
    have hv : 4 * b ^ 2 / (√((g + 0 * d) ^ 2 + 4 * (0 * b) ^ 2) + (g + 0 * d))
        = 2 * b ^ 2 / g := by
      rw [h0, zero_mul, add_zero, div_eq_div_iff (by positivity) (by positivity)]
      ring
    have hlim : Tendsto (fun c : ℝ =>
        4 * b ^ 2 / (√((g + c * d) ^ 2 + 4 * (c * b) ^ 2) + (g + c * d)))
        (𝓝[≠] 0) (𝓝 (2 * b ^ 2 / g)) := by
      rw [← hv]
      exact hcont.tendsto.mono_left nhdsWithin_le_nhds
    have hpos : ∀ᶠ c in 𝓝 (0 : ℝ), 0 < g + c * d := by
      have h : ContinuousAt (fun c : ℝ => g + c * d) 0 := by fun_prop
      exact h.eventually (lt_mem_nhds (show (0 : ℝ) < g + 0 * d by simpa using hg))
    -- near zero exchange it agrees with the scaled shortfall
    refine hlim.congr' ?_
    filter_upwards [self_mem_nhdsWithin, hpos.filter_mono nhdsWithin_le_nhds] with c hc hL
    have hc' : c ≠ 0 := hc
    have hs := Real.sq_sqrt (show 0 ≤ (g + c * d) ^ 2 + 4 * (c * b) ^ 2 by positivity)
    rw [hybridGap_eq, oneShotGap_hybridH,
      div_eq_div_iff (add_pos_of_nonneg_of_pos (Real.sqrt_nonneg _) hL).ne'
        (pow_ne_zero 2 hc')]
    linear_combination (-1) * hs

/-- The one-shot gap of the two-level model equals the full gap precisely when the coupling `c b`
vanishes and the one-shot gap `g + c d` is not negative. -/
theorem hybridGap_eq_oneShotGap_iff (g d b c : ℝ) :
    hybridGap g d b c = oneShotGap (hybridH g d b c) 0 1 ↔
      c * b = 0 ∧ 0 ≤ g + c * d := by
  rw [hybridGap_eq, oneShotGap_hybridH]
  constructor
  · intro h
    have hs := Real.sq_sqrt (show 0 ≤ (g + c * d) ^ 2 + 4 * (c * b) ^ 2 by positivity)
    rw [h] at hs
    exact ⟨pow_eq_zero_iff two_ne_zero |>.mp (by linarith), h ▸ Real.sqrt_nonneg _⟩
  · rintro ⟨h, hL⟩
    rw [h, show (g + c * d) ^ 2 + 4 * (0 : ℝ) ^ 2 = (g + c * d) ^ 2 by ring,
      Real.sqrt_sq hL]

/-- While the one-shot gap is positive, it falls short of the full gap by at most twice the
squared coupling divided by the one-shot gap. -/
theorem shortfall_le (g d b c : ℝ) (hL : 0 < oneShotGap (hybridH g d b c) 0 1) :
    hybridGap g d b c - oneShotGap (hybridH g d b c) 0 1
      ≤ 2 * (c * b) ^ 2 / oneShotGap (hybridH g d b c) 0 1 := by
  rw [le_div_iff₀ hL, hybridGap_eq, oneShotGap_hybridH]
  have hs := Real.sq_sqrt (show 0 ≤ (g + c * d) ^ 2 + 4 * (c * b) ^ 2 by positivity)
  nlinarith [sq_nonneg (√((g + c * d) ^ 2 + 4 * (c * b) ^ 2) - (g + c * d))]

/-- A three-level model with semilocal levels 0, 2 and 5, in which the hybrid correction
couples only the upper two orbitals, by `2 c`. -/
def threeLevelH (c : ℝ) : Matrix (Fin 3) (Fin 3) ℝ :=
  !![0, 0, 0; 0, 2, 2 * c; 0, 2 * c, 5]

/-- With three levels the one-shot gap can be too large: at `c = 1` the one-shot gap between
the lowest two orbitals is 2, while the exact levels are 0, 1 and 6. -/
theorem threeLevel_oneShotGap_too_large :
    oneShotGap (threeLevelH 1) 0 1 = 2 ∧
    ∀ E, IsLevel (threeLevelH 1) E ↔ E = 0 ∨ E = 1 ∨ E = 6 := by
  refine ⟨by simp [oneShotGap, threeLevelH], fun E => ?_⟩
  have hM : threeLevelH 1 - E • (1 : Matrix (Fin 3) (Fin 3) ℝ)
      = !![-E, 0, 0; 0, 2 - E, 2; 0, 2, 5 - E] := by
    ext i j
    fin_cases i <;> fin_cases j <;> simp [threeLevelH]
  have hdet : (!![-E, 0, 0; 0, 2 - E, 2; 0, 2, 5 - E] : Matrix (Fin 3) (Fin 3) ℝ).det
      = -(E * ((E - 1) * (E - 6))) := by
    rw [Matrix.det_fin_three]
    change -E * (2 - E) * (5 - E) - -E * 2 * 2 - 0 * 0 * (5 - E) + 0 * 2 * 0
      + 0 * 0 * 2 - 0 * (2 - E) * 0 = _
    ring
  rw [isLevel_iff_det, hM, hdet, neg_eq_zero, mul_eq_zero, mul_eq_zero,
    sub_eq_zero, sub_eq_zero]

end

end OneShotHybridGap
```

```lean
#print axioms OneShotHybridGap.oneShotGap_le_and_shortfall
#print axioms OneShotHybridGap.hybridGap_eq_oneShotGap_iff
#print axioms OneShotHybridGap.shortfall_le
#print axioms OneShotHybridGap.threeLevel_oneShotGap_too_large
```

```
'OneShotHybridGap.oneShotGap_le_and_shortfall' depends on axioms: [propext, Classical.choice, Quot.sound]
'OneShotHybridGap.hybridGap_eq_oneShotGap_iff' depends on axioms: [propext, Classical.choice, Quot.sound]
'OneShotHybridGap.shortfall_le' depends on axioms: [propext, Classical.choice, Quot.sound]
'OneShotHybridGap.threeLevel_oneShotGap_too_large' depends on axioms: [propext, Classical.choice, Quot.sound]
```

## How Lean obtains the levels

The lemma `isLevel_iff_det` turns the eigenvalue problem into a determinant condition for a real square matrix of any finite size. Its auxiliary statement `key` rewrites \((H-E)v\) as \(Hv-Ev\). Mathlib's `Matrix.exists_mulVec_eq_zero_iff` then supplies the fact that a matrix annihilates some nonzero vector exactly when its determinant is zero.

In `isLevel_hybridH_iff`, the statement `hM` computes the entries of \(H-E\), and `hdet` factorises the determinant as \((E-E_-)(E-E_+)\). The only fact needed about the square root is \(S^2=L^2+4k^2\), stored as `hs`. The two sides of the factorisation differ by one quarter of this identity, which is what `linear_combination (1 / 4) * hs` verifies. A product vanishes only if one of its factors does, so the two levels are the only ones.

The lemma `hybridGap_eq` subtracts the level formulas and obtains \(G=S\), while `oneShotGap_hybridH` reads \(L\) off the diagonal.

## How Lean proves the inequality and the limit

The first half of `oneShotGap_le_and_shortfall` follows the chain \(L\le|L|\le S\). The step `le_abs_self` gives the first inequality, and `Real.abs_le_sqrt` gives the second once \(L^2\le L^2+4k^2\) is known. That last fact comes from `nlinarith` and the non-negativity of \((cb)^2\).

The second half works with the rationalised quotient \(4b^2/(S+L)\) before returning to the original one:

1. `h0` evaluates the square root at \(c=0\) as \(g\), using \(g>0\).
2. `hcont` shows that the rationalised quotient is continuous there, since its denominator equals \(2g\ne0\).
3. `hv` simplifies its value at zero to \(2b^2/g\), and `hlim` restricts the resulting limit to nonzero \(c\).
4. `hpos` shows that \(L>0\) for all \(c\) close enough to zero.
5. `hlim.congr'` transfers the limit to the original quotient, provided that the two quotients agree for small nonzero \(c\).

To check this agreement, `div_eq_div_iff` clears both denominators, which are nonzero because \(S+L>0\) and \(c\ne0\). What remains is \(4b^2c^2=(S-L)(S+L)\), which is the rationalisation step without fractions. It follows from `hs` by `linear_combination`.

## The remaining theorems

The theorem `hybridGap_eq_oneShotGap_iff` treats the two directions separately. Assuming \(S=L\), it substitutes \(L\) for the root in `hs` and finds that the squared coupling vanishes; the sign of \(L\) comes from `Real.sqrt_nonneg`. In the other direction, `Real.sqrt_sq` evaluates \(\sqrt{L^2}\) as \(L\), which requires \(L\ge0\).

In `shortfall_le`, the hypothesis `hL` allows multiplication by the one-shot gap through `le_div_iff₀`. The remaining inequality \((S-L)L\le2k^2\) is obtained by `nlinarith` from the square \((S-L)^2\) and `hs`, as in the derivation above.

Finally, `threeLevel_oneShotGap_too_large` computes the one-shot gap from the matrix entries and uses `isLevel_iff_det` again for the levels. Here `Matrix.det_fin_three` expands the determinant, `change` displays the expansion with the actual entries, and `ring` confirms the factorisation. Its three factors give the levels 0, 1 and 6 and exclude any others.
